# The cofactor form of a Gram-Schmidt vector has squared norm equal to a product of two overlap determinants

## A ratio or a product of determinants?

Three identical, normalised s-type orbitals sit at the corners of an equilateral triangle, and each pair has overlap 1/2. I make the third orthogonal to the first two by subtraction and get \(u = v_2 - \tfrac13(v_0+v_1)\), with squared length 2/3. That is the determinant of the full overlap matrix, 1/2, divided by that of the first two orbitals, 3/4. But I have also seen the orthogonal vector written with cofactors of the overlap matrix as coefficients, and there the squared length is the *product* of the two determinants, 3/8. How can both be right, and what happens to the cofactor formula if the orbitals are linearly dependent?

## Two vectors on the same line

Both are right, because the two vectors differ in length. The cofactor vector is \(w=\tfrac34 v_2-\tfrac14(v_0+v_1)=\tfrac34u\), so its squared length is \(\tfrac9{16}\cdot\tfrac23=\tfrac38\).

In general, take vectors \(v_0,\dots,v_n\) in a complex inner-product space, with \(S_{ij}=\langle v_i,v_j\rangle\) linear in the second slot. Let \(S'\) be the overlap matrix of \(v_0,\dots,v_{n-1}\), and write \(D=\det S\), \(D'=\det S'\). Let \(C_{ni}\) be \((-1)^{n+i}\) times the determinant of \(S\) without row \(n\) and column \(i\), and set
\[
w=\sum_{i=0}^n C_{ni}v_i,\qquad \langle v_k,w\rangle=\sum_{i=0}^n S_{ki}C_{ni}.
\]
For \(k=n\) the second sum is the expansion of \(\det S\) along its last row, so it equals \(D\). For \(k<n\) it expands the determinant of \(S\) with the last row replaced by row \(k\). Two rows are then equal, and the sum is zero. Hence \(w\) is orthogonal to all earlier vectors.

In the norm, only the last term survives:
\[
\|w\|^2=\sum_{i=0}^n C_{ni}^*\langle v_i,w\rangle=C_{nn}^*D=D'D.
\]
Here \(C_{nn}=D'\), which is real because \(S'\) is Hermitian.

If \(w=0\), then \(D=\langle v_n,w\rangle=0\). Conversely, \(D=0\) gives \(\|w\|=0\). Moreover, \(\sum_{i,j}a_i^*S_{ij}a_j=\|\sum_j a_jv_j\|^2\), so \(Sa=0\) holds exactly when \(\sum_j a_jv_j=0\), and \(D=0\) means that the vectors are linearly dependent. So the norm formula still holds for linearly dependent vectors, but \(w\) is then the zero vector and gives no direction. If \(D\ne0\), then \(w/\sqrt{DD'}\) is a unit vector.

For the link with subtraction, let \(u=v_n-\sum_{k<n}c_kv_k\) be orthogonal to every earlier vector. Then
\[
w-D'u=\sum_{k<n}(C_{nk}+D'c_k)v_k .
\]
The left side is orthogonal to each \(v_k\) on the right, hence to itself, so \(w=D'u\). Taking norms gives \(D'^2\|u\|^2=DD'\), and for \(D'\ne0\) this is your ratio \(\|u\|^2=D/D'\). If the earlier vectors are already dependent, \(D'=0\) and \(w\) vanishes even when \(u\) does not.

In the Lean file, `E` is any complex inner-product space, of finite or infinite dimension, and `v : Fin (n + 1) → E` is the finite family, numbered from zero. The last vector is `v (Fin.last n)`, and `earlier v` is the family without it. `overlap v` is \(S\), often called the Gram matrix, `cofactor` is the signed minor, and `cofactorVector v` is \(w\). The vectors need not be normalised, and only `norm_normalised` requires them to be linearly independent, through its hypothesis \(D\ne0\).

The theorem `gramSchmidt_determinant` states the orthogonality and the norm formula. The latter is an equation between complex numbers, since the determinants have complex type; for the same reason `norm_normalised` takes a real part before the square root. Despite the name, the theorem concerns one orthogonalisation step and does not refer to Mathlib's Gram-Schmidt procedure. The vector \(u\) enters `cofactorVector_eq_smul_residual` through two hypotheses: `hu` gives its form and `horth` its orthogonality. For \(n=0\) there are no earlier vectors, \(D'=1\) and \(w=v_0\).

The result applies to orthogonalising a finite set of atomic orbitals in electronic-structure work, provided that the entries of \(S\) are the true inner products. Integrals evaluated numerically meet that condition only approximately.

```lean
import Mathlib

open Matrix

namespace GramSchmidtDeterminant

noncomputable section

variable {E : Type*} [NormedAddCommGroup E] [InnerProductSpace ℂ E]

/-- The overlap matrix `S i j = ⟨v i, v j⟩` of a finite family of vectors. -/
def overlap {m : ℕ} (v : Fin m → E) : Matrix (Fin m) (Fin m) ℂ :=
  Matrix.of fun i j => inner ℂ (v i) (v j)

/-- The cofactor of entry `(i, j)`: the signed determinant of the matrix with row `i` and
column `j` deleted. -/
def cofactor {R : Type*} [CommRing R] {n : ℕ} (A : Matrix (Fin (n + 1)) (Fin (n + 1)) R)
    (i j : Fin (n + 1)) : R :=
  (-1) ^ (i + j : ℕ) * (A.submatrix i.succAbove j.succAbove).det

/-- A diagonal cofactor is the minor itself, without a sign. -/
theorem cofactor_self {R : Type*} [CommRing R] {n : ℕ}
    (A : Matrix (Fin (n + 1)) (Fin (n + 1)) R) (i : Fin (n + 1)) :
    cofactor A i i = (A.submatrix i.succAbove i.succAbove).det := by
  rw [cofactor, Even.neg_one_pow ⟨(i : ℕ), rfl⟩, one_mul]

/-- Row `k` of a matrix, multiplied entry by entry with the cofactors of row `l` and summed,
gives the determinant if `k = l` and zero otherwise. -/
theorem sum_mul_cofactor {R : Type*} [CommRing R] {n : ℕ}
    (A : Matrix (Fin (n + 1)) (Fin (n + 1)) R) (k l : Fin (n + 1)) :
    ∑ i, A k i * cofactor A l i = if k = l then A.det else 0 := by
  calc ∑ i, A k i * cofactor A l i = (A * A.adjugate) k l := by
        rw [Matrix.mul_apply]
        exact Finset.sum_congr rfl fun i _ =>
          congrArg (A k i * ·) (Matrix.adjugate_fin_succ_eq_det_submatrix A i l).symm
    _ = if k = l then A.det else 0 := by
        rw [Matrix.mul_adjugate, Matrix.smul_apply, Matrix.one_apply, smul_eq_mul, mul_ite,
          mul_one, mul_zero]

/-- The combination of the vectors `v i` whose coefficients are the cofactors of the last row
of the overlap matrix. -/
def cofactorVector {n : ℕ} (v : Fin (n + 1) → E) : E :=
  ∑ i, cofactor (overlap v) (Fin.last n) i • v i

/-- The family without its last vector. -/
def earlier {n : ℕ} (v : Fin (n + 1) → E) : Fin n → E := fun k => v k.castSucc

/-- The determinant of an overlap matrix is real: it equals its complex conjugate. -/
theorem star_det_overlap {m : ℕ} (v : Fin m → E) :
    star (overlap v).det = (overlap v).det := by
  rw [← Matrix.det_conjTranspose]
  congr 1
  ext i j
  simp only [Matrix.conjTranspose_apply, overlap, Matrix.of_apply]
  exact inner_conj_symm (v i) (v j)

/-- The cofactor of the last diagonal entry of the overlap matrix is the overlap determinant of
the earlier vectors. -/
theorem cofactor_last {n : ℕ} (v : Fin (n + 1) → E) :
    cofactor (overlap v) (Fin.last n) (Fin.last n) = (overlap (earlier v)).det := by
  have h : (overlap v).submatrix (Fin.last n).succAbove (Fin.last n).succAbove
      = overlap (earlier v) := by
    ext i j
    simp only [Matrix.submatrix_apply, Fin.succAbove_last]
    rfl
  rw [cofactor_self, h]

/-- The cofactor vector has overlap `det S` with the last vector and overlap zero with every
other vector of the family. -/
theorem inner_cofactorVector {n : ℕ} (v : Fin (n + 1) → E) (k : Fin (n + 1)) :
    inner ℂ (v k) (cofactorVector v) = if k = Fin.last n then (overlap v).det else 0 := by
  -- the overlap is row `k` of `S` summed against the cofactors of the last row
  rw [cofactorVector, inner_sum, ← sum_mul_cofactor (overlap v) k (Fin.last n)]
  refine Finset.sum_congr rfl fun i _ => ?_
  have ho : overlap v k i = inner ℂ (v k) (v i) := rfl
  rw [inner_smul_right, ho, mul_comm]

/-- Determinant formula for Gram-Schmidt: the cofactor vector is orthogonal to all earlier
vectors, and its squared norm is the overlap determinant of the whole family times that of the
earlier vectors. -/
theorem gramSchmidt_determinant {n : ℕ} (v : Fin (n + 1) → E) :
    (∀ k : Fin n, inner ℂ (earlier v k) (cofactorVector v) = 0) ∧
      ((‖cofactorVector v‖ ^ 2 : ℝ) : ℂ)
        = (overlap v).det * (overlap (earlier v)).det := by
  constructor
  · intro k
    exact (inner_cofactorVector v k.castSucc).trans (if_neg (Fin.castSucc_lt_last k).ne)
  · have expand : ∀ x : E, inner ℂ (cofactorVector v) x
        = ∑ i, starRingEnd ℂ (cofactor (overlap v) (Fin.last n) i) * inner ℂ (v i) x := by
      intro x
      rw [cofactorVector, sum_inner]
      exact Finset.sum_congr rfl fun i _ => inner_smul_left _ _ _
    have hnorm : ((‖cofactorVector v‖ ^ 2 : ℝ) : ℂ)
        = inner ℂ (cofactorVector v) (cofactorVector v) := by
      simp [inner_self_eq_norm_sq_to_K]
    -- only the last vector overlaps with the cofactor vector
    rw [hnorm, expand]
    simp only [inner_cofactorVector, mul_ite, mul_zero, Finset.sum_ite_eq',
      Finset.mem_univ, if_true]
    rw [cofactor_last, starRingEnd_apply, star_det_overlap, mul_comm]

/-- The cofactor vector vanishes exactly when the overlap matrix is singular. -/
theorem cofactorVector_eq_zero_iff {n : ℕ} (v : Fin (n + 1) → E) :
    cofactorVector v = 0 ↔ (overlap v).det = 0 := by
  constructor
  · intro h
    have h1 := inner_cofactorVector v (Fin.last n)
    rw [h, inner_zero_right, if_pos rfl] at h1
    exact h1.symm
  · intro h
    have h1 := (gramSchmidt_determinant v).2
    rw [h, zero_mul] at h1
    have h2 : ‖cofactorVector v‖ ^ 2 = 0 := by exact_mod_cast h1
    exact norm_eq_zero.mp ((pow_eq_zero_iff two_ne_zero).mp h2)

/-- If the overlap matrix is non-singular, dividing the cofactor vector by the square root of
the product of the two overlap determinants gives a unit vector. -/
theorem norm_normalised {n : ℕ} (v : Fin (n + 1) → E) (hS : (overlap v).det ≠ 0) :
    ‖(((√((overlap v).det * (overlap (earlier v)).det).re)⁻¹ : ℝ) : ℂ)
      • cofactorVector v‖ = 1 := by
  have hne : ‖cofactorVector v‖ ≠ 0 :=
    norm_ne_zero_iff.mpr fun h => hS ((cofactorVector_eq_zero_iff v).mp h)
  rw [← (gramSchmidt_determinant v).2, Complex.ofReal_re, Real.sqrt_sq (norm_nonneg _),
    norm_smul, Complex.norm_real, norm_inv, norm_norm, inv_mul_cancel₀ hne]

/-- Let `u` be the last vector minus a combination of the earlier ones, and orthogonal to all of
them. Then the cofactor vector is `u` times the overlap determinant of the earlier vectors. -/
theorem cofactorVector_eq_smul_residual {n : ℕ} (v : Fin (n + 1) → E) (u : E) (c : Fin n → ℂ)
    (hu : u = v (Fin.last n) - ∑ k, c k • earlier v k)
    (horth : ∀ k, inner ℂ (earlier v k) u = 0) :
    cofactorVector v = (overlap (earlier v)).det • u := by
  -- the difference of the two sides lies in the span of the earlier vectors
  have hd : cofactorVector v - (overlap (earlier v)).det • u
      = ∑ k : Fin n, (cofactor (overlap v) (Fin.last n) k.castSucc
          + (overlap (earlier v)).det * c k) • earlier v k := by
    rw [cofactorVector, Fin.sum_univ_castSucc, cofactor_last, hu]
    generalize (overlap (earlier v)).det = D
    have he : ∀ k, earlier v k = v k.castSucc := fun _ => rfl
    simp only [he, add_smul, mul_smul, Finset.sum_add_distrib, smul_sub, Finset.smul_sum]
    abel
  -- it is also orthogonal to that span, hence to itself
  have h0 : inner ℂ (cofactorVector v - (overlap (earlier v)).det • u)
      (cofactorVector v - (overlap (earlier v)).det • u) = 0 := by
    nth_rewrite 1 [hd]
    rw [sum_inner]
    refine Finset.sum_eq_zero fun k _ => ?_
    rw [inner_smul_left, inner_sub_right, inner_smul_right, horth,
      (gramSchmidt_determinant v).1 k, mul_zero, sub_zero, mul_zero]
  exact sub_eq_zero.mp (inner_self_eq_zero.mp h0)

end

end GramSchmidtDeterminant
```

```lean
#print axioms GramSchmidtDeterminant.gramSchmidt_determinant
-- 'GramSchmidtDeterminant.gramSchmidt_determinant' depends on axioms: [propext, Classical.choice, Quot.sound]
#print axioms GramSchmidtDeterminant.norm_normalised
-- 'GramSchmidtDeterminant.norm_normalised' depends on axioms: [propext, Classical.choice, Quot.sound]
#print axioms GramSchmidtDeterminant.cofactorVector_eq_smul_residual
-- 'GramSchmidtDeterminant.cofactorVector_eq_smul_residual' depends on axioms: [propext, Classical.choice, Quot.sound]
```

The lemma `sum_mul_cofactor` treats the row expansion and the equal-rows argument together. It recognises the sum as an entry of \(A\,\mathrm{adj}(A)\), which is \(\det A\) times the identity. `inner_cofactorVector` moves the inner product inside the sum for \(w\) and applies this lemma to \(S\). `cofactor_last` identifies \(C_{nn}\) with \(D'\), and `star_det_overlap` shows that an overlap determinant is real.

In the main theorem, orthogonality is the case \(k<n\) of `inner_cofactorVector`. For the norm, `expand` opens the left slot of \(\langle w,w\rangle\) with conjugated coefficients, and the following `simp only` removes every term but the last. `cofactorVector_eq_zero_iff` reads off \(D\) from the overlap with the last vector in one direction and uses the norm formula in the other. `norm_normalised` replaces the product of determinants by \(\|w\|^2\), so the prefactor becomes \(1/\|w\|\). In the last theorem, `hd` writes \(w-D'u\) as a combination of earlier vectors, and `h0` shows that its inner product with itself is zero.

For a linearly independent basis, Gram-Schmidt orthogonalisation can be carried out numerically without computing these determinants. One way is to factorise the overlap matrix as \(S=LL^\dagger\) with \(L\) lower triangular and positive on the diagonal (the Cholesky factorisation). Since \(D\) is the product of all \(L_{ii}^2\) and \(D'\) the same product without the last factor, \(L_{nn}^2=D/D'=\|u\|^2\). For your triangle the last diagonal entry is \(\sqrt{2/3}\), the length of the third orbital after subtraction. For normalised orbitals, a value close to zero there means that the last orbital is almost a combination of the earlier ones.
